# Simultaneous Excitations in the Lambda State Do Not Affect Additive Properties of Two Non-Interacting Fragments

Take two molecules so far apart that they do not interact, and let the cluster operator $T$ be a sum of one operator for each molecule. If the left-hand state of a coupled-cluster calculation gives a wrong amplitude to an excitation of one molecule while the other stays in its reference, then some property that should be a sum of two molecular contributions no longer is. Truncating the Lambda state also alters amplitudes, so it might seem to carry the same risk. It does not, provided that the untruncated state is the product of the two molecules' left-hand states, each with reference amplitude 1, and that the truncation changes only amplitudes in which both molecules are excited.

```lean
import Mathlib

open Matrix
open scoped Kronecker

namespace LambdaAdditiveProperties

noncomputable section

variable {m n : Type*} [Fintype m] [Fintype n] [DecidableEq m] [DecidableEq n]
```

The fragments A and B have finite sets of basis states, `m` and `n`. A state of the pair is an element $(a,b)$ of `m × n`. The reference states, written $a_0$ and $b_0$, enter later as arguments of the theorems. The tensor product treats the fragments as distinct systems, so antisymmetry between their electrons is not modelled.

## Values of additive operators

```lean
/-- The property value `l O e_r` of an operator `O`, with left row `l` and reference state `r`. -/
def propertyValue (l : m → ℂ) (O : Matrix m m ℂ) (r : m) : ℂ :=
  l ⬝ᵥ (O *ᵥ Pi.single r 1)
```

A left row $l$ is a function from states to complex numbers, and an operator $O$ is a complex matrix. In the code, `Pi.single r 1` is the unit vector $e_r$, `*ᵥ` applies a matrix to a vector, and `⬝ᵥ` is the dot product without complex conjugation. The definition therefore reads $\langle O\rangle_l = l\,O\,e_r$. In coupled-cluster theory $l$ stands for $\langle 0|(1+\Lambda)$, and $O$ for the similarity-transformed property operator.

```lean
/-- The additive operator `OA ⊗ 1 + 1 ⊗ OB` of two fragments. -/
def additiveOp (OA : Matrix m m ℂ) (OB : Matrix n n ℂ) : Matrix (m × n) (m × n) ℂ :=
  OA ⊗ₖ (1 : Matrix n n ℂ) + (1 : Matrix m m ℂ) ⊗ₖ OB
```

This is $O_A\otimes 1+1\otimes O_B$, with `⊗ₖ` for the Kronecker product. A total dipole operator has this form. Each fragment operator may be any matrix, Hermitian or not.

```lean
/-- The product of two fragment rows in which every entry with both fragments excited
is multiplied by a weight `w`. -/
def truncatedLambda (w : m → n → ℂ) (lA : m → ℂ) (lB : n → ℂ) (a0 : m) (b0 : n) :
    m × n → ℂ :=
  fun p => if p.1 = a0 ∨ p.2 = b0 then lA p.1 * lB p.2
    else w p.1 p.2 * (lA p.1 * lB p.2)
```

The full product row has entries $l_A(a)\,l_B(b)$. The truncated row keeps them when at least one fragment is in its reference, and multiplies them by $w(a,b)$ when both are excited. The weight $w=0$ deletes all simultaneous excitations; weights of 0 and 1 can encode a cutoff on them by total excitation level.

```lean
/-- A property value is the left row summed against the reference column of the operator. -/
theorem propertyValue_eq_sum (l : m → ℂ) (O : Matrix m m ℂ) (r : m) :
    propertyValue l O r = ∑ a, l a * O a r := by
  simp [propertyValue, dotProduct, Matrix.col_apply]
```

A theorem in Lean is a statement after the colon and a proof after `:=`. Here the statement is

$$l\,O\,e_r=\sum_a l(a)\,O_{a r}.$$

Acting on $e_r$ selects column $r$ of $O$, and the dot product sums it against $l$. The tactic `simp` does this by unfolding the definitions.

```lean
/-- The value of an additive operator involves only those entries of the left row in which
at least one fragment is in its reference state. -/
theorem propertyValue_additiveOp (l : m × n → ℂ) (OA : Matrix m m ℂ) (OB : Matrix n n ℂ)
    (a0 : m) (b0 : n) :
    propertyValue l (additiveOp OA OB) (a0, b0) =
      ∑ a, l (a, b0) * OA a a0 + ∑ b, l (a0, b) * OB b b0 := by
  rw [propertyValue_eq_sum, Fintype.sum_prod_type]
  simp only [additiveOp, Matrix.add_apply, Matrix.kroneckerMap_apply, Matrix.one_apply,
    mul_add, Finset.sum_add_distrib]
  congr 1
  · simp
  · rw [Finset.sum_comm]
    simp
```

By hand, the reference column of the additive operator is

$$(O_A)_{a a_0}\,\delta_{b b_0}+\delta_{a a_0}\,(O_B)_{b b_0}.$$

Multiplying by $l(a,b)$ and summing over both indices gives

$$\sum_a l(a,b_0)(O_A)_{a a_0}+\sum_b l(a_0,b)(O_B)_{b b_0}.$$

No entry with $a\ne a_0$ and $b\ne b_0$ survives. The proof follows the same route: `Fintype.sum_prod_type` turns the sum over pairs into a double sum, `congr 1` separates the two terms, and `simp` collapses each Kronecker delta. For the second term, `Finset.sum_comm` first exchanges the order of summation.

## The criterion for additivity

```lean
/-- A left row on the product states gives every additive property as the sum of the fragment
values exactly when it agrees with the fragment rows wherever the other fragment is in its
reference state. -/
theorem additive_iff (l : m × n → ℂ) (lA : m → ℂ) (lB : n → ℂ) (a0 : m) (b0 : n) :
    (∀ (OA : Matrix m m ℂ) (OB : Matrix n n ℂ),
      propertyValue l (additiveOp OA OB) (a0, b0) =
        propertyValue lA OA a0 + propertyValue lB OB b0) ↔
    (∀ a, l (a, b0) = lA a) ∧ (∀ b, l (a0, b) = lB b) := by
  constructor
  · intro h
    constructor
    · intro a
      -- an operator on the first fragment that picks out the state `a`
      have h1 := h (Matrix.of fun i _ => if i = a then 1 else 0) 0
      rw [propertyValue_additiveOp, propertyValue_eq_sum, propertyValue_eq_sum] at h1
      simpa using h1
    · intro b
      have h1 := h 0 (Matrix.of fun i _ => if i = b then 1 else 0)
      rw [propertyValue_additiveOp, propertyValue_eq_sum, propertyValue_eq_sum] at h1
      simpa using h1
  · rintro ⟨hA, hB⟩ OA OB
    rw [propertyValue_additiveOp, propertyValue_eq_sum, propertyValue_eq_sum]
    simp only [hA, hB]
```

The symbol `↔` means "if and only if". The left side says that, for all $O_A$ and $O_B$, the value for the pair is the sum of the fragment values. The right side says

$$l(a,b_0)=l_A(a)\ \text{for all } a,\qquad l(a_0,b)=l_B(b)\ \text{for all } b.$$

Setting $a=a_0$ and $b=b_0$ shows that the criterion can be met only when $l_A(a_0)=l_B(b_0)$.

From right to left, one substitutes these equalities into the two sums above and recognises the fragment values. This is the last branch of the proof.

From left to right, one chooses test operators. Let $O_B=0$, and let $O_A$ have ones in row $a$ and zeros elsewhere. Then $O_A e_{a_0}=e_a$, so the assumed additivity reduces to $l(a,b_0)=l_A(a)$. Exchanging the roles of the fragments gives the other condition. In the code, `h` is the assumed additivity, `h1` is its instance for the test operator, and `simpa` simplifies that instance to the required equality.

```lean
/-- For fragment rows with reference entry one, any reweighting of the simultaneous excitations
in the Lambda product leaves additive properties equal to the sum of the fragment values. -/
theorem truncatedLambda_additive (w : m → n → ℂ) (lA : m → ℂ) (lB : n → ℂ) (a0 : m) (b0 : n)
    (hA : lA a0 = 1) (hB : lB b0 = 1) (OA : Matrix m m ℂ) (OB : Matrix n n ℂ) :
    propertyValue (truncatedLambda w lA lB a0 b0) (additiveOp OA OB) (a0, b0) =
      propertyValue lA OA a0 + propertyValue lB OB b0 := by
  refine (additive_iff _ lA lB a0 b0).2 ⟨fun a => ?_, fun b => ?_⟩ OA OB
  · simp [truncatedLambda, hB]
  · simp [truncatedLambda, hA]
```

The hypotheses `hA` and `hB` say $l_A(a_0)=l_B(b_0)=1$. This stands for the "1" in $1+\Lambda$: it is the normalisation that gives the identity operator the value 1 on each fragment. With it, the truncated row satisfies

$$l(a,b_0)=l_A(a)\,l_B(b_0)=l_A(a),\qquad l(a_0,b)=l_A(a_0)\,l_B(b)=l_B(b),$$

whatever the weights are. The criterion then gives additivity, and the proof applies its right-to-left direction, written `.2`.

For molecular properties this means that, with non-interacting fragments and given fragment rows, a total dipole moment is unaffected by how simultaneous excitations in Lambda are truncated. The fragment rows are inputs here. The theorem does not solve the Lambda equations, nor does it show that a particular truncated method reproduces the required entries.

## Coupled-cluster transformed operators

```lean
/-- Similarity transformation by a product of invertible fragment wave operators turns an
additive operator into the additive operator of the transformed fragment operators. -/
theorem additiveOp_transform (WA : (Matrix m m ℂ)ˣ) (WB : (Matrix n n ℂ)ˣ)
    (OA : Matrix m m ℂ) (OB : Matrix n n ℂ) :
    ((WA⁻¹).val ⊗ₖ (WB⁻¹).val) * additiveOp OA OB * (WA.val ⊗ₖ WB.val) =
      additiveOp ((WA⁻¹).val * OA * WA.val) ((WB⁻¹).val * OB * WB.val) := by
  simp only [additiveOp, mul_add, add_mul, ← Matrix.mul_kronecker_mul, mul_one,
    Units.inv_mul]
```

Coupled-cluster properties use $e^{-T}Oe^{T}$. For independent fragments the wave operator is a product $W_A\otimes W_B$, with $W_A=e^{T_A}$ and $W_B=e^{T_B}$. The theorem allows any invertible matrices: `(Matrix m m ℂ)ˣ` is the type of invertible matrices, and `.val` gives the matrix itself. By hand, the first term becomes

$$(W_A^{-1}\otimes W_B^{-1})(O_A\otimes 1)(W_A\otimes W_B)
=W_A^{-1}O_AW_A\otimes W_B^{-1}W_B
=W_A^{-1}O_AW_A\otimes 1,$$

and the second term works in the same way. In the proof, `Matrix.mul_kronecker_mul` combines the products factor by factor and `Units.inv_mul` cancels $W^{-1}W$.

```lean
/-- With a product wave operator, fragment rows with reference entry one, and any reweighting of the
simultaneous excitations in their Lambda product, the value of a similarity-transformed additive
property is the sum of the transformed fragment values. -/
theorem transformed_property_additive (w : m → n → ℂ) (lA : m → ℂ) (lB : n → ℂ)
    (a0 : m) (b0 : n) (hA : lA a0 = 1) (hB : lB b0 = 1)
    (WA : (Matrix m m ℂ)ˣ) (WB : (Matrix n n ℂ)ˣ)
    (OA : Matrix m m ℂ) (OB : Matrix n n ℂ) :
    propertyValue (truncatedLambda w lA lB a0 b0)
        (((WA⁻¹).val ⊗ₖ (WB⁻¹).val) * additiveOp OA OB * (WA.val ⊗ₖ WB.val)) (a0, b0) =
      propertyValue lA ((WA⁻¹).val * OA * WA.val) a0 +
        propertyValue lB ((WB⁻¹).val * OB * WB.val) b0 := by
  rw [additiveOp_transform]
  exact truncatedLambda_additive w lA lB a0 b0 hA hB _ _
```

The transformed operator is again additive, now with fragment operators $W_A^{-1}O_AW_A$ and $W_B^{-1}O_BW_B$. The previous additivity theorem applies to these directly, so the value for the pair is the sum of the transformed fragment values for every choice of weights.

## What truncation does to a product property

```lean
/-- Subtracting the reference term from a sum over states leaves the sum over excited states. -/
theorem sum_sub_reference (f : m → ℂ) (r : m) :
    ∑ a, f a - f r = ∑ a, if a = r then 0 else f a := by
  have h : f r = ∑ a, if a = r then f a else 0 := by simp
  rw [sub_eq_iff_eq_add, h, ← Finset.sum_add_distrib]
  refine Finset.sum_congr rfl fun a _ => ?_
  split_ifs <;> simp
```

This lemma removes the reference term from a sum:

$$\sum_a f(a)-f(r)=\sum_{a\ne r}f(a).$$

Lean writes the restricted sum with an `if` that returns zero at $r$. The proof moves $f(r)$ to the other side, writes it as a sum with at most one nonzero term, and compares the sums state by state.

```lean
/-- For fragment rows with reference entry one, the value of `OA ⊗ OB` with the full Lambda product,
minus its value with all simultaneous excitations deleted, is the product of the two fragment
values, each taken relative to its reference diagonal element. -/
theorem product_property_defect (lA : m → ℂ) (lB : n → ℂ) (a0 : m) (b0 : n)
    (hA : lA a0 = 1) (hB : lB b0 = 1) (OA : Matrix m m ℂ) (OB : Matrix n n ℂ) :
    propertyValue (fun p : m × n => lA p.1 * lB p.2) (OA ⊗ₖ OB) (a0, b0) -
        propertyValue (truncatedLambda (fun _ _ => 0) lA lB a0 b0) (OA ⊗ₖ OB) (a0, b0) =
      (propertyValue lA OA a0 - OA a0 a0) * (propertyValue lB OB b0 - OB b0 b0) := by
  -- each factor on the right is a sum over excited states of one fragment
  have eA : propertyValue lA OA a0 - OA a0 a0 =
      ∑ a, if a = a0 then 0 else lA a * OA a a0 := by
    have h := sum_sub_reference (fun a => lA a * OA a a0) a0
    simpa only [hA, one_mul, propertyValue_eq_sum] using h
  have eB : propertyValue lB OB b0 - OB b0 b0 =
      ∑ b, if b = b0 then 0 else lB b * OB b b0 := by
    have h := sum_sub_reference (fun b => lB b * OB b b0) b0
    simpa only [hB, one_mul, propertyValue_eq_sum] using h
  rw [eA, eB, propertyValue_eq_sum, propertyValue_eq_sum, ← Finset.sum_sub_distrib,
    Finset.sum_mul_sum, Fintype.sum_prod_type]
  refine Finset.sum_congr rfl fun a _ => Finset.sum_congr rfl fun b _ => ?_
  simp only [truncatedLambda, Matrix.kroneckerMap_apply]
  by_cases ha : a = a0 <;> by_cases hb : b = b0 <;> simp [ha, hb]
  -- only the case with both fragments excited remains
  ring

end

end LambdaAdditiveProperties
```

A product property $O_A\otimes O_B$, which can act on both fragments at once, can feel the truncation. Its value with the full product row minus its value with all simultaneous excitations deleted is

$$\sum_{a\ne a_0}\sum_{b\ne b_0}l_A(a)(O_A)_{a a_0}\,l_B(b)(O_B)_{b b_0}.$$

The double sum factorises. Because the reference entries are 1, each factor is a fragment value minus its reference diagonal element:

$$\bigl(\langle O_A\rangle-(O_A)_{a_0a_0}\bigr)\bigl(\langle O_B\rangle-(O_B)_{b_0b_0}\bigr).$$

The difference vanishes when either factor does, for instance when a fragment has no state besides its reference.

In the proof, `eA` and `eB` rewrite the two factors as sums over excited states, and `Finset.sum_mul_sum` turns their product into a double sum. The two `by_cases` steps then ask whether each fragment is in its reference. Only the case with both excited leaves any algebra, which `ring` completes.

The fragments could also have been modelled as abstract vector spaces, with $l$ a linear functional on their tensor product and nonzero reference vectors $e_A$ and $e_B$. The criterion would then read $l(x\otimes e_B)=l_A(x)$ and $l(e_A\otimes y)=l_B(y)$. That version would need neither a basis nor finite dimension to state the criterion, but weights assigned to individual pairs of excitations would still require a choice of basis.

```lean
#print axioms LambdaAdditiveProperties.transformed_property_additive
#print axioms LambdaAdditiveProperties.product_property_defect
```

```
'LambdaAdditiveProperties.transformed_property_additive' depends on axioms: [propext, Classical.choice, Quot.sound]
'LambdaAdditiveProperties.product_property_defect' depends on axioms: [propext, Classical.choice, Quot.sound]
```
